# Poisson-weighted phonon lines sum to the autocorrelation function $\exp[S(e^{-it}-1)]$

**A.** For a Huang-Rhys factor $S\ge 0$ and a real time $t$,

$$C(t)=\sum_{n=0}^{\infty} e^{-S}\frac{S^n}{n!}\,e^{-int}=\exp\!\big[S(e^{-it}-1)\big],\qquad e^{-2S}\le |C(t)|=e^{-S(1-\cos t)}\le 1 .$$

The model is one harmonic mode at zero temperature whose equilibrium position, but not its frequency, changes with the electronic state. $C(t)$ is the overlap of the initial vibrational ground state with the same state after it has evolved for a time $t$ in the final electronic state, with energies counted from the zero-phonon line. Here $n$ counts the phonons in the final electronic state, and $t$ is measured in units of the inverse angular frequency, so one vibrational period is $2\pi$.

**Q.** Before I look at any code, show me the calculation.

**A.** The phase of line $n$ is a power of the one-phonon phase, $e^{-int}=(e^{-it})^n$. The exponential series then gives

$$C(t)=e^{-S}\sum_{n=0}^{\infty}\frac{(Se^{-it})^n}{n!}=e^{-S}\exp(Se^{-it})=\exp\!\big[S(e^{-it}-1)\big].$$

Since $|e^z|=e^{\mathrm{Re}\,z}$ and $\mathrm{Re}\,e^{-it}=\cos t$, the modulus is $e^{-S(1-\cos t)}$. The factor $1-\cos t$ lies between $0$ and $2$, and multiplying by $S\ge 0$ gives the bounds.

**Q.** And where are the bounds reached?

**A.** If $S>0$, modulus one requires $S(1-\cos t)=0$, hence $\cos t=1$, hence $t=2\pi k$ for an integer $k$. At $t=\pi$ we have $e^{-it}=-1$, so $C(\pi)=e^{-2S}$. The chain rule also gives an equation of motion, $C'(t)=-iS\,e^{-it}\,C(t)$.

**Q.** Now the formal side. What is assumed about the molecule?

```lean
import Mathlib

open Finset

namespace VibronicAutocorrelation

noncomputable section

/-- The Franck-Condon weight of the `n`-phonon line for Huang-Rhys factor `S`. -/
def fcWeight (S : ℝ) (n : ℕ) : ℝ := Real.exp (-S) * S ^ n / (n.factorial : ℝ)
```

**A.** The physical input is `fcWeight`, the weight $e^{-S}S^n/n!$. It stands for the squared overlap between the vibrational ground state of the initial electronic state and level $n$ of a displaced oscillator with the same frequency. The file takes this Poisson form as a definition and does not derive it from oscillator wavefunctions. That restricts the model to zero temperature, harmonic surfaces, no frequency change and a transition dipole independent of geometry.

**Q.** Then perhaps the closed form is slipped in by definition as well.

```lean
/-- The vibronic autocorrelation function: the sum over phonon lines of the Franck-Condon weight
times the phase `exp (-i n t)`, with `t` in units of the inverse angular frequency. -/
def autocorr (S t : ℝ) : ℂ :=
  ∑' n : ℕ, (fcWeight S n : ℂ) * Complex.exp (-(Complex.I * n * t))
```

**A.** No. `autocorr S t` is the infinite sum itself, written with `∑'`. The real numbers `S` and `t` are converted to complex ones where needed. Energies are counted from the zero-phonon line, so the overall phase of the electronic transition is absent; restoring it would leave the modulus unchanged.

**Q.** Lean assigns a value to a divergent sum too. How do I know this one converges?

```lean
/-- The sum over phonon lines converges to `exp (S (exp (-i t) - 1))`. -/
theorem hasSum_phonon_lines (S t : ℝ) :
    HasSum (fun n : ℕ => (fcWeight S n : ℂ) * Complex.exp (-(Complex.I * n * t)))
      (Complex.exp (S * (Complex.exp (-(Complex.I * t)) - 1))) := by
  have h : ∀ z : ℂ, HasSum (fun n : ℕ => z ^ n / (n.factorial : ℂ)) (Complex.exp z) := by
    intro z
    rw [Complex.exp_eq_exp_ℂ]
    exact NormedSpace.expSeries_div_hasSum_exp z
  have h2 := (h (S * Complex.exp (-(Complex.I * t)))).mul_left (Complex.exp (-(S : ℂ)))
  have hf : (fun n : ℕ => (fcWeight S n : ℂ) * Complex.exp (-(Complex.I * n * t))) =
      fun n : ℕ => Complex.exp (-(S : ℂ)) *
        ((S * Complex.exp (-(Complex.I * t))) ^ n / (n.factorial : ℂ)) := by
    funext n
    -- the phase of the n-th line is the n-th power of the one-phonon phase
    have hp : Complex.exp (-(Complex.I * n * t)) = Complex.exp (-(Complex.I * t)) ^ n := by
      rw [← Complex.exp_nat_mul]
      congr 1
      ring
    rw [hp, mul_pow]
    simp only [fcWeight]
    push_cast
    ring
  have hv : Complex.exp (S * (Complex.exp (-(Complex.I * t)) - 1)) =
      Complex.exp (-(S : ℂ)) * Complex.exp (S * Complex.exp (-(Complex.I * t))) := by
    rw [← Complex.exp_add]
    congr 1
    ring
  rw [hf, hv]
  exact h2
```

**A.** `HasSum` says that the series converges to the stated value. The proof follows the calculation above: `h` is the exponential series for any complex $z$, and `h2` applies it at $z=Se^{-it}$ and multiplies by $e^{-S}$. Then `hf` identifies the phonon lines with the terms of that series, with `hp` turning the phase into a power, and `hv` joins the two exponentials into one.

At $t=0$ the limit is $1$, so the weights are normalised. The theorem needs no sign condition on $S$, although only $S\ge 0$ makes the weights probabilities.

```lean
/-- Closed form of the vibronic autocorrelation function. -/
theorem autocorr_eq (S t : ℝ) :
    autocorr S t = Complex.exp (S * (Complex.exp (-(Complex.I * t)) - 1)) :=
  (hasSum_phonon_lines S t).tsum_eq
```

This step passes from convergence to the value of `autocorr`.

**Q.** Does the modulus need a separate argument?

```lean
/-- The modulus of the autocorrelation function is `exp (-S (1 - cos t))`. -/
theorem norm_autocorr (S t : ℝ) :
    ‖autocorr S t‖ = Real.exp (-(S * (1 - Real.cos t))) := by
  have hre : (Complex.exp (-(Complex.I * t))).re = Real.cos t := by
    rw [show -(Complex.I * (t : ℂ)) = ((-t : ℝ) : ℂ) * Complex.I by push_cast; ring,
      Complex.exp_ofReal_mul_I_re, Real.cos_neg]
  rw [autocorr_eq, Complex.norm_exp, Complex.re_ofReal_mul, Complex.sub_re, hre,
    Complex.one_re]
  congr 1
  ring
```

**A.** Only the real part of the exponent. `hre` rewrites $-it$ as $(-t)i$ and obtains $\cos(-t)=\cos t$. After that, `Complex.norm_exp` turns the modulus into a real exponential.

```lean
/-- For a Huang-Rhys factor `S ≥ 0`, the modulus of the autocorrelation function lies
between `exp (-2 S)` and `1` at all times. -/
theorem autocorr_bounds {S : ℝ} (hS : 0 ≤ S) (t : ℝ) :
    Real.exp (-(2 * S)) ≤ ‖autocorr S t‖ ∧ ‖autocorr S t‖ ≤ 1 := by
  rw [norm_autocorr]
  constructor
  · apply Real.exp_le_exp.mpr
    nlinarith [mul_nonneg hS (by linarith [Real.neg_one_le_cos t] : 0 ≤ 1 + Real.cos t)]
  · apply Real.exp_le_one_iff.mpr
    have := mul_nonneg hS (by linarith [Real.cos_le_one t] : 0 ≤ 1 - Real.cos t)
    linarith
```

Here the hypothesis `hS`, which is $S\ge 0$, enters. Because the real exponential is increasing, the lower bound reduces to $S(1+\cos t)\ge 0$ and the upper bound to $S(1-\cos t)\ge 0$. Each is a product of nonnegative factors.

**Q.** Why does the recurrence statement ask for $S>0$ when the bounds are content with $S\ge 0$?

```lean
/-- For `S > 0` the autocorrelation function has modulus one exactly at whole multiples of
the vibrational period. -/
theorem full_recurrence_iff {S : ℝ} (hS : 0 < S) (t : ℝ) :
    ‖autocorr S t‖ = 1 ↔ ∃ k : ℤ, (k : ℝ) * (2 * Real.pi) = t := by
  rw [norm_autocorr, Real.exp_eq_one_iff, ← Real.cos_eq_one_iff]
  constructor
  · intro h
    have h0 : S * (1 - Real.cos t) = 0 := by linarith
    have h1 := (mul_eq_zero.mp h0).resolve_left hS.ne'
    linarith
  · intro h
    rw [h]
    ring
```

**A.** At $S=0$ there is no displacement and only the zero-phonon line survives. The function is then $1$ at all times, and recurrence would not single out whole periods. For $S>0$ the proof divides out $S$ from $S(1-\cos t)=0$, and `Real.cos_eq_one_iff` supplies the integer multiples of $2\pi$.

```lean
/-- After half a vibrational period the autocorrelation function equals `exp (-2 S)`. -/
theorem autocorr_half_period (S : ℝ) :
    autocorr S Real.pi = (Real.exp (-(2 * S)) : ℂ) := by
  have hp : Complex.exp (-(Complex.I * (Real.pi : ℂ))) = -1 := by
    rw [Complex.exp_neg, show Complex.I * (Real.pi : ℂ) = Real.pi * Complex.I by ring,
      Complex.exp_pi_mul_I]
    norm_num
  rw [autocorr_eq, hp]
  push_cast
  congr 1
  ring
```

At half a period the theorem gives the function itself, a positive real number, and not just its modulus. The lower bound for one mode is therefore attained.

**Q.** In the equation of motion, are you differentiating an infinite series term by term?

```lean
/-- Equation of motion: the time derivative of the autocorrelation function is
`-i S exp (-i t)` times the function itself. -/
theorem hasDerivAt_autocorr (S t : ℝ) :
    HasDerivAt (autocorr S)
      (-(Complex.I * S * Complex.exp (-(Complex.I * t))) * autocorr S t) t := by
  have h0 : HasDerivAt (fun x : ℝ => -(Complex.I * (x : ℂ))) (-Complex.I) t := by
    simpa using ((hasDerivAt_id t).ofReal_comp.const_mul Complex.I).fun_neg
  -- chain rule through the two nested exponentials
  have h1 := ((h0.cexp.sub_const 1).const_mul (S : ℂ)).cexp
  exact (h1.congr_of_eventuallyEq
    (Filter.Eventually.of_forall fun x => autocorr_eq S x)).congr_deriv
      (by rw [autocorr_eq]; ring)
```

**A.** That is avoided. `h0` differentiates $-ix$ with respect to the real time $x$, and `h1` carries the derivative through the two nested exponentials. Since `autocorr_eq` identifies the series with the closed form at every time, the derivative transfers to `autocorr`. The equation is a consequence of the definition, not an extra dynamical postulate.

**Q.** Real molecules have many modes. What happens to your dimensionless time?

```lean
/-- The autocorrelation function of finitely many independent modes with Huang-Rhys factors `S k`
and angular frequencies `ω k`: the product of the one-mode functions. -/
def multimodeAutocorr {ι : Type*} [Fintype ι] (S ω : ι → ℝ) (t : ℝ) : ℂ :=
  ∏ k, autocorr (S k) (ω k * t)
```

**A.** Now $t$ is a common time, and mode $k$ is evaluated at $\omega_k t$, with its own Huang-Rhys factor $S_k$. The index type `ι` is any finite set of modes. The product is again a definition: it stands for modes that are independent and do not mix between the two electronic states. By hand, the one-mode result gives

$$\prod_k C_k(\omega_k t)=\exp\!\Big[\sum_k S_k\big(e^{-i\omega_k t}-1\big)\Big],$$

where $C_k$ is the one-mode function with $S=S_k$.

```lean
/-- For several modes the exponents of the one-mode functions add up. -/
theorem multimodeAutocorr_eq {ι : Type*} [Fintype ι] (S ω : ι → ℝ) (t : ℝ) :
    multimodeAutocorr S ω t =
      Complex.exp (∑ k, (S k : ℂ) *
        (Complex.exp (-(Complex.I * ((ω k * t : ℝ) : ℂ))) - 1)) := by
  rw [multimodeAutocorr, Complex.exp_sum]
  exact Finset.prod_congr rfl fun k _ => autocorr_eq (S k) (ω k * t)
```

The proof does the same: `Complex.exp_sum` writes the exponential of a sum as a product, and `autocorr_eq` is applied to each factor.

**Q.** Do the bounds survive if the frequencies are incommensurate?

```lean
/-- For nonnegative Huang-Rhys factors and any frequencies, the modulus of the multimode
function lies between `exp (-2 ∑ S k)` and `1`. -/
theorem multimodeAutocorr_bounds {ι : Type*} [Fintype ι] (S ω : ι → ℝ)
    (hS : ∀ k, 0 ≤ S k) (t : ℝ) :
    Real.exp (-(2 * ∑ k, S k)) ≤ ‖multimodeAutocorr S ω t‖ ∧
      ‖multimodeAutocorr S ω t‖ ≤ 1 := by
  have hprod : Real.exp (-(2 * ∑ k, S k)) = ∏ k, Real.exp (-(2 * S k)) := by
    rw [← Real.exp_sum, Finset.sum_neg_distrib, Finset.mul_sum]
  rw [multimodeAutocorr, norm_prod, hprod]
  -- both bounds hold mode by mode
  constructor
  · exact Finset.prod_le_prod (fun k _ => (Real.exp_pos _).le)
      (fun k _ => (autocorr_bounds (hS k) (ω k * t)).1)
  · exact Finset.prod_le_one (fun k _ => norm_nonneg _)
      (fun k _ => (autocorr_bounds (hS k) (ω k * t)).2)

end

end VibronicAutocorrelation
```

**A.** They do, for any real frequencies, because each factor obeys its own bounds. The modulus of the product is the product of the moduli, and multiplying the inequalities $e^{-2S_k}\le |C_k(\omega_k t)|\le 1$ gives

$$e^{-2\sum_k S_k}\le \prod_k |C_k(\omega_k t)|\le 1 .$$

In the proof, `hprod` splits the left-hand exponential into one factor per mode. With no modes at all, everything equals $1$.

**Q.** Is the multimode lower bound attained too?

**A.** Not in general. Take two modes with frequencies $1$ and $2$ and positive Huang-Rhys factors. The first reaches its minimum only when $t$ is an odd multiple of $\pi$, but then $2t$ is an even multiple and the second mode is at its maximum. That is a short argument of my own, whereas the file states only the inequalities.

**Q.** So what may I use this for?

**A.** For finitely many independent harmonic modes at zero temperature, displaced but with the same frequencies in both electronic states, the closed form is a reference against which a truncated phonon sum or a wavepacket propagation can be compared. The Fourier transform of the same function gives the positions and Franck-Condon weights of the absorption lines within that model, with energies measured from the zero-phonon line. The absorption cross-section carries a further factor of the light frequency, and line broadening is not included. Duschinsky mixing, anharmonicity, thermal populations and damping are outside the model described here.

```lean
#print axioms VibronicAutocorrelation.hasSum_phonon_lines
-- 'VibronicAutocorrelation.hasSum_phonon_lines' depends on axioms: [propext, Classical.choice, Quot.sound]
#print axioms VibronicAutocorrelation.hasDerivAt_autocorr
-- 'VibronicAutocorrelation.hasDerivAt_autocorr' depends on axioms: [propext, Classical.choice, Quot.sound]
#print axioms VibronicAutocorrelation.multimodeAutocorr_eq
-- 'VibronicAutocorrelation.multimodeAutocorr_eq' depends on axioms: [propext, Classical.choice, Quot.sound]
#print axioms VibronicAutocorrelation.multimodeAutocorr_bounds
-- 'VibronicAutocorrelation.multimodeAutocorr_bounds' depends on axioms: [propext, Classical.choice, Quot.sound]
```
